# The end-to-end amplitude of a uniform four-site chain oscillates at two frequencies, φ and φ − 1

A single particle hops on an open chain of four sites, with zero site energies, every nearest-neighbour matrix element equal to 1, and ħ = 1. The theorem `endToEnd_amplitude` says that the (0, 3) entry of exp(−itA), where A is the chain's adjacency matrix, is i[(2 + φ)/5 · sin((φ − 1)t) − (3 − φ)/5 · sin(φt)], with φ the golden ratio. This is the amplitude between the normalised states on the two end sites; the modes used in the proof are unnormalised, and the dual modes make up for it. The attempt replaces φ by a complex number g with g² = g + 1, diagonalises the chain, and compares the resulting sum of four exponentials with the two sines.

The first attempt, which Lean rejects:

```lean
import Mathlib

open Matrix Filter Topology

namespace EndToEndAmplitude

noncomputable section

local notation "φ" => Real.goldenRatio

/-- The adjacency matrix of the path on four sites, numbered 0 to 3. -/
def chain : Matrix (Fin 4) (Fin 4) ℂ :=
  !![0, 1, 0, 0; 1, 0, 1, 0; 0, 1, 0, 1; 0, 0, 1, 0]

/-- The propagator `exp(-itA)` of the uniform four-site chain. -/
def propagator (t : ℝ) : Matrix (Fin 4) (Fin 4) ℂ :=
  NormedSpace.exp ((-(Complex.I * (t : ℂ))) • chain)

/-- The four numbers `g, g - 1, 1 - g, -g`, which are the mode energies of the chain when
`g² = g + 1`. -/
def energies (g : ℂ) : Fin 4 → ℂ := ![g, g - 1, 1 - g, -g]

/-- The matrix whose columns are the four unnormalised modes of the chain when `g² = g + 1`. -/
def modes (g : ℂ) : Matrix (Fin 4) (Fin 4) ℂ :=
  !![1, 1, 1, 1; g, g - 1, 1 - g, -g; g, 1 - g, 1 - g, g; 1, -1, 1, -1]

/-- The matrix whose rows are the dual modes of the chain when `g² = g + 1`. -/
def dualModes (g : ℂ) : Matrix (Fin 4) (Fin 4) ℂ :=
  !![(3 - g) / 10, (2 * g - 1) / 10, (2 * g - 1) / 10, (3 - g) / 10;
     (2 + g) / 10, (2 * g - 1) / 10, -(2 * g - 1) / 10, -(2 + g) / 10;
     (2 + g) / 10, -(2 * g - 1) / 10, -(2 * g - 1) / 10, (2 + g) / 10;
     (3 - g) / 10, -(2 * g - 1) / 10, (2 * g - 1) / 10, -(3 - g) / 10]

/-- If `g² = g + 1`, the modes and dual modes are inverse to each other and diagonalise
the chain. -/
theorem chain_diagonalised (g : ℂ) (hg : g ^ 2 = g + 1) :
    modes g * dualModes g = 1 ∧
      chain = modes g * diagonal (energies g) * dualModes g := by
  have hPQ : modes g * dualModes g = 1 := by
    ext i j
    fin_cases i <;> fin_cases j <;>
      simp [modes, dualModes, Matrix.mul_apply, Fin.sum_univ_four] <;> grind
  -- each column of the mode matrix is an eigenvector
  have hAP : chain * modes g = modes g * diagonal (energies g) := by
    ext i j
    rw [Matrix.mul_diagonal, Matrix.mul_apply, Fin.sum_univ_four]
    fin_cases i <;> fin_cases j <;> simp [chain, modes, energies] <;> grind
  refine ⟨hPQ, ?_⟩
  rw [← hAP, Matrix.mul_assoc, hPQ, Matrix.mul_one]

/-- If `P * Q = 1`, the exponential of `P * diagonal d * Q` is diagonalised by the same `P` and `Q`,
with each diagonal entry replaced by its exponential. -/
theorem exp_diagonalised (P Q : Matrix (Fin 4) (Fin 4) ℂ) (hPQ : P * Q = 1)
    (d : Fin 4 → ℂ) :
    NormedSpace.exp (P * diagonal d * Q) =
      P * diagonal (fun k => Complex.exp (d k)) * Q := by
  have h := Matrix.exp_units_conj
    (⟨P, Q, hPQ, mul_eq_one_comm.1 hPQ⟩ : (Matrix (Fin 4) (Fin 4) ℂ)ˣ) (diagonal d)
  rw [Matrix.exp_diagonal, Pi.exp_def] at h
  rw [Complex.exp_eq_exp_ℂ]
  exact h

/-- The end-to-end amplitude is `i` times a weighted difference of two sines, whose frequencies
are `φ - 1` and `φ`, with `φ` the golden ratio. -/
theorem endToEnd_amplitude (t : ℝ) :
    propagator t 0 3 = Complex.I *
      (((2 + φ) / 5 * Real.sin ((φ - 1) * t) - (3 - φ) / 5 * Real.sin (φ * t) : ℝ) : ℂ) := by
  have hg : (φ : ℂ) ^ 2 = (φ : ℂ) + 1 := by exact_mod_cast Real.goldenRatio_sq
  push_cast
  generalize (φ : ℂ) = g at hg ⊢
  obtain ⟨hPQ, hA⟩ := chain_diagonalised g hg
  have hs : (-(Complex.I * (t : ℂ))) • chain =
      modes g * diagonal ((-(Complex.I * (t : ℂ))) • energies g) * dualModes g := by
    rw [Matrix.diagonal_smul, Matrix.mul_smul, Matrix.smul_mul, ← hA]
  -- the corner entry is a sum over the four modes
  have corner : ∀ e : Fin 4 → ℂ, (modes g * diagonal e * dualModes g) 0 3 =
      (3 - g) / 10 * (e 0 - e 3) - (2 + g) / 10 * (e 1 - e 2) := by
    intro e
    rw [Matrix.mul_apply, Fin.sum_univ_four]
    simp only [Matrix.mul_diagonal]
    simp [modes, dualModes]
    ring
  have e0 : -(Complex.I * (t : ℂ)) * g = -(g * t) * Complex.I := by ring
  have e1 : -(Complex.I * (t : ℂ)) * (g - 1) = -((g - 1) * t) * Complex.I := by ring
  have e2 : -(Complex.I * (t : ℂ)) * (1 - g) = (g - 1) * t * Complex.I := by ring
  have e3 : -(Complex.I * (t : ℂ)) * (-g) = g * t * Complex.I := by ring
  rw [propagator, hs, exp_diagonalised _ _ hPQ, corner]
  change (3 - g) / 10 * (Complex.exp (-(Complex.I * (t : ℂ)) * g)
      - Complex.exp (-(Complex.I * (t : ℂ)) * (-g)))
    - (2 + g) / 10 * (Complex.exp (-(Complex.I * (t : ℂ)) * (g - 1))
      - Complex.exp (-(Complex.I * (t : ℂ)) * (1 - g))) = _
  rw [e0, e1, e2, e3, Complex.sin, Complex.sin]
  ring_nf
  rw [Complex.I_sq]
  ring

end

end EndToEndAmplitude
```

The compiler's answer:

```
Try this:
  [apply] ring_nf
  
  The `ring` tactic failed to close the goal. Use `ring_nf` to obtain a normal form.
    
  Note that `ring` works primarily in *commutative* rings. If you have a noncommutative ring, abelian group or module, consider using `noncomm_ring`, `abel` or `module` instead.
Main.lean:67:91: error: unsolved goals
t : ℝ
g : ℂ
hg : g ^ 2 = g + 1
hPQ : modes g * dualModes g = 1
hA : chain = modes g * diagonal (energies g) * dualModes g
hs : -(Complex.I * ↑t) • chain = modes g * diagonal (-(Complex.I * ↑t) • energies g) * dualModes g
corner :
  ∀ (e : Fin 4 → ℂ), (modes g * diagonal e * dualModes g) 0 3 = (3 - g) / 10 * (e 0 - e 3) - (2 + g) / 10 * (e 1 - e 2)
e0 : -(Complex.I * ↑t) * g = -(g * ↑t) * Complex.I
e1 : -(Complex.I * ↑t) * (g - 1) = -((g - 1) * ↑t) * Complex.I
e2 : -(Complex.I * ↑t) * (1 - g) = (g - 1) * ↑t * Complex.I
e3 : -(Complex.I * ↑t) * -g = g * ↑t * Complex.I
⊢ g * Complex.exp (-(g * ↑t * Complex.I)) * (-1 / 10) + g * Complex.exp (g * ↑t * Complex.I) * (1 / 10) +
                g * Complex.exp (-(g * ↑t * Complex.I) + ↑t * Complex.I) * (-1 / 10) +
              g * Complex.exp (g * ↑t * Complex.I - ↑t * Complex.I) * (1 / 10) +
            Complex.exp (-(g * ↑t * Complex.I)) * (3 / 10) +
          Complex.exp (g * ↑t * Complex.I) * (-3 / 10) +
        Complex.exp (-(g * ↑t * Complex.I) + ↑t * Complex.I) * (-1 / 5) +
      Complex.exp (g * ↑t * Complex.I - ↑t * Complex.I) * (1 / 5) =
    ↑√5 * Complex.exp (↑t * Complex.I * (1 / 2) + ↑t * Complex.I * ↑√5 * (-1 / 2)) * (-1 / 20) +
                  ↑√5 * Complex.exp (↑t * Complex.I * (-1 / 2) + ↑t * Complex.I * ↑√5 * (1 / 2)) * (1 / 20) +
                ↑√5 * Complex.exp (↑t * Complex.I * (-1 / 2) + ↑t * Complex.I * ↑√5 * (-1 / 2)) * (-1 / 20) +
              ↑√5 * Complex.exp (↑t * Complex.I * (1 / 2) + ↑t * Complex.I * ↑√5 * (1 / 2)) * (1 / 20) +
            Complex.exp (↑t * Complex.I * (1 / 2) + ↑t * Complex.I * ↑√5 * (-1 / 2)) * (-1 / 4) +
          Complex.exp (↑t * Complex.I * (-1 / 2) + ↑t * Complex.I * ↑√5 * (1 / 2)) * (1 / 4) +
        Complex.exp (↑t * Complex.I * (-1 / 2) + ↑t * Complex.I * ↑√5 * (-1 / 2)) * (1 / 4) +
      Complex.exp (↑t * Complex.I * (1 / 2) + ↑t * Complex.I * ↑√5 * (1 / 2)) * (-1 / 4)
```

Fix (accepted with no message):

```diff
@@ -66,7 +66,9 @@
     propagator t 0 3 = Complex.I *
       (((2 + φ) / 5 * Real.sin ((φ - 1) * t) - (3 - φ) / 5 * Real.sin (φ * t) : ℝ) : ℂ) := by
-  have hg : (φ : ℂ) ^ 2 = (φ : ℂ) + 1 := by exact_mod_cast Real.goldenRatio_sq
+  have hr := Real.goldenRatio_sq
+  generalize φ = r at hr ⊢
+  have hg : (r : ℂ) ^ 2 = (r : ℂ) + 1 := by exact_mod_cast hr
   push_cast
-  generalize (φ : ℂ) = g at hg ⊢
+  generalize (r : ℂ) = g at hg ⊢
   obtain ⟨hPQ, hA⟩ := chain_diagonalised g hg
   have hs : (-(Complex.I * (t : ℂ))) • chain =
@@ -91,7 +93,8 @@
       - Complex.exp (-(Complex.I * (t : ℂ)) * (1 - g))) = _
   rw [e0, e1, e2, e3, Complex.sin, Complex.sin]
-  ring_nf
-  rw [Complex.I_sq]
-  ring
+  linear_combination
+    ((3 - g) / 10 * (Complex.exp (-(g * t) * Complex.I) - Complex.exp (g * t * Complex.I))
+      - (2 + g) / 10 * (Complex.exp (-((g - 1) * t) * Complex.I)
+        - Complex.exp ((g - 1) * t * Complex.I))) * Complex.I_sq
 
 end
```

The error is the goal left by the last `ring`, which has `g` on the left and `√5` on the right. The golden ratio is defined as (1 + √5)/2, and `push_cast` carried the cast to ℂ inside that definition. The goal then had no `(φ : ℂ)` for `generalize` to replace, though `hg` still did, so `g` entered only through `hg` and the diagonalisation. `ring` makes no use of hypotheses such as `hg`, and could not match the two sides.

The repair replaces `φ` by a real variable `r` before `push_cast` runs, keeping only `hr : r ^ 2 = r + 1`. There is no definition left to open, so `(r : ℂ)` survives in the goal and the second `generalize` turns it into `g` there as well as in `hg`.

The new ending, `linear_combination`, does the remaining algebra in one step by adding the right multiple of `Complex.I_sq`, which says i² = −1. The messages show no separate fault in the old ending, so as far as they go this change is tidying.
